# The screened potential of equally spaced charged sheets as a ratio of hyperbolic functions

Identical, parallel, infinitely thin sheets with unit charge per area stand at every integer multiple of a spacing $L > 0$. In Gaussian units, with linear screening and no further dielectric medium, each contributes the potential $(2\pi/k)\,e^{-kd}$ at distance $d$ from it, where $k > 0$ is the inverse screening length. The theorem `hasSum_sheets` says that at a point with coordinate $z$ along the normal, where $0 \le z \le L$, the contributions of all the sheets sum to $\frac{2\pi}{k}\,\frac{\cosh(k(L/2 - z))}{\sinh(kL/2)}$. The proof splits the sheets into those on either side of the observation point, so that each half is a geometric series with ratio $e^{-kL}$. It then adds the two sums and takes out a common exponential factor to reach the hyperbolic form.

In Lean, a first try:

```lean
import Mathlib

open Real Filter Topology MeasureTheory

namespace HasSumSheets

noncomputable section

/-- Screened potential, at distance `|z|`, of a planar sheet with unit charge per area; `k > 0` is
the inverse screening length. -/
def sheetPotential (k z : ℝ) : ℝ := 2 * π / k * Real.exp (-(k * |z|))

/-- For `k, L > 0` and `0 ≤ z ≤ L`, the sum over all periodic images converges to `2π/k` times a
ratio of hyperbolic functions. -/
theorem hasSum_sheets {k L z : ℝ} (hk : 0 < k) (hL : 0 < L) (h0 : 0 ≤ z) (h1 : z ≤ L) :
    HasSum (fun n : ℤ => sheetPotential k (z + n * L))
      (2 * π / k * (Real.cosh ((L / 2 - z) * k) / Real.sinh (L / 2 * k))) := by
  have hr : Real.exp (-(k * L)) < 1 :=
    Real.exp_lt_one (by have := mul_pos hk hL; linarith)
  have hg := hasSum_geometric_of_lt_one (Real.exp_pos _).le hr
  have e : ∀ (w : ℝ) (n : ℕ), Real.exp (-(k * (w + n * L)))
      = Real.exp (-(k * w)) * Real.exp (-(k * L)) ^ n := by
    intro w n
    rw [← Real.exp_nat_mul, ← Real.exp_add]
    congr 1
    ring
  -- sheets at or below the observation point
  have hright : HasSum (fun n : ℕ => sheetPotential k (z + ((n : ℤ) : ℝ) * L))
      (2 * π / k * Real.exp (-(k * z)) * (1 - Real.exp (-(k * L)))⁻¹) := by
    convert hg.mul_left (2 * π / k * Real.exp (-(k * z))) using 1
    funext n
    rw [Int.cast_natCast, sheetPotential, abs_of_nonneg (by positivity), e]
    ring
  -- sheets above it
  have hleft : HasSum (fun n : ℕ => sheetPotential k (z + ((-((n : ℤ) + 1) : ℤ) : ℝ) * L))
      (2 * π / k * Real.exp (-(k * (L - z))) * (1 - Real.exp (-(k * L)))⁻¹) := by
    convert hg.mul_left (2 * π / k * Real.exp (-(k * (L - z)))) using 1
    funext n
    have ha : z + ((-((n : ℤ) + 1) : ℤ) : ℝ) * L = -((L - z) + n * L) := by
      push_cast
      ring
    rw [ha, sheetPotential, abs_neg,
      abs_of_nonneg (add_nonneg (sub_nonneg.2 h1) (by positivity)), e]
    ring
  convert HasSum.of_nat_of_neg_add_one
    (f := fun n : ℤ => sheetPotential k (z + n * L)) hright hleft using 1
  -- extract the common factor exp(-kL/2)
  have e1 : Real.exp (-(k * z))
      = Real.exp (-(L / 2 * k)) * Real.exp ((L / 2 - z) * k) := by
    rw [← Real.exp_add]
    congr 1
    ring
  have e2 : Real.exp (-(k * (L - z)))
      = Real.exp (-(L / 2 * k)) * Real.exp (-((L / 2 - z) * k)) := by
    rw [← Real.exp_add]
    congr 1
    ring
  have e3 : 1 - Real.exp (-(k * L))
      = Real.exp (-(L / 2 * k)) * (2 * Real.sinh (L / 2 * k)) := by
    have a : Real.exp (-(L / 2 * k)) * Real.exp (L / 2 * k) = 1 := by
      rw [← Real.exp_add, neg_add_cancel, Real.exp_zero]
    have b : Real.exp (-(k * L)) = Real.exp (-(L / 2 * k)) * Real.exp (-(L / 2 * k)) := by
      rw [← Real.exp_add]
      congr 1
      ring
    rw [Real.sinh_eq]
    linear_combination -a - b
  have alg : ∀ u p m s : ℝ, u ≠ 0 → s ≠ 0 → 2 * π / k * ((p + m) / 2 / s)
      = 2 * π / k * (u * p) * (u * (2 * s))⁻¹ + 2 * π / k * (u * m) * (u * (2 * s))⁻¹ := by
    intro u p m s hu hs
    field_simp <;> ring
  rw [e1, e2, e3, Real.cosh_eq]
  exact alg _ _ _ _ (Real.exp_pos _).ne' (Real.sinh_pos_iff.2 (by positivity)).ne'

end

end HasSumSheets
```

The error:

```
Main.lean:19:4: error(lean.unknownIdentifier): Unknown constant `Real.exp_lt_one`
Main.lean:31:4: error: Tactic `apply` failed: could not unify the conclusion of `@funext`
  ?f = ?g
with the goal
  instAddCommMonoid =
    CommRing.toNonUnitalCommRing.toNonUnitalNonAssocCommRing.toNonUnitalNonAssocSemiring.toAddCommMonoid

Note: The full type of `@funext` is
  ∀ {α : Sort ?u.160} {β : α → Sort ?u.159} {f g : (x : α) → β x}, (∀ (x : α), f x = g x) → f = g

case e'_3
k L z : ℝ
hk : 0 < k
hL : 0 < L
h0 : 0 ≤ z
h1 : z ≤ L
hr : rexp (-(k * L)) < 1
hg : HasSum (fun n => rexp (-(k * L)) ^ n) (1 - rexp (-(k * L)))⁻¹
e : ∀ (w : ℝ) (n : ℕ), rexp (-(k * (w + ↑n * L))) = rexp (-(k * w)) * rexp (-(k * L)) ^ n
⊢ instAddCommMonoid =
    CommRing.toNonUnitalCommRing.toNonUnitalNonAssocCommRing.toNonUnitalNonAssocSemiring.toAddCommMonoid
Main.lean:38:4: error: Tactic `apply` failed: could not unify the conclusion of `@funext`
  ?f = ?g
with the goal
  instAddCommMonoid =
    CommRing.toNonUnitalCommRing.toNonUnitalNonAssocCommRing.toNonUnitalNonAssocSemiring.toAddCommMonoid

Note: The full type of `@funext` is
  ∀ {α : Sort ?u.234} {β : α → Sort ?u.233} {f g : (x : α) → β x}, (∀ (x : α), f x = g x) → f = g

case e'_3
k L z : ℝ
hk : 0 < k
hL : 0 < L
h0 : 0 ≤ z
h1 : z ≤ L
hr : rexp (-(k * L)) < 1
hg : HasSum (fun n => rexp (-(k * L)) ^ n) (1 - rexp (-(k * L)))⁻¹
e : ∀ (w : ℝ) (n : ℕ), rexp (-(k * (w + ↑n * L))) = rexp (-(k * w)) * rexp (-(k * L)) ^ n
hright : HasSum (fun n => sheetPotential k (z + ↑↑n * L)) (2 * π / k * rexp (-(k * z)) * (1 - rexp (-(k * L)))⁻¹)
⊢ instAddCommMonoid =
    CommRing.toNonUnitalCommRing.toNonUnitalNonAssocCommRing.toNonUnitalNonAssocSemiring.toAddCommMonoid
```

Cause. The first message says that no constant called `Real.exp_lt_one` exists. The repair uses `Real.exp_lt_one_iff`, an equivalence, whose direction `.2` gives `Real.exp (-(k * L)) < 1` from the negativity of the exponent.

The other two messages have one cause, met once in each half of the sum. `convert ... using 1` compares two `HasSum` statements piece by piece, including the additive structure on the real numbers, which the two write differently. It therefore leaves an equation between these structures as the first goal, where `funext` expects one between functions.

The repair proves the equality of functions separately as `hf` and rewrites with it. `exact hg.mul_left _` then closes the goal, because Lean can check by unfolding definitions that the two structures agree.

Two changes cure no error. `<;> ring` is dropped because `field_simp` already closes the goal, and the comment now reads "at or above it" because at $z = L$ one of those sheets passes through the observation point.

As a diff, the version that Lean accepts:

```diff
@@ -17,5 +17,5 @@
       (2 * π / k * (Real.cosh ((L / 2 - z) * k) / Real.sinh (L / 2 * k))) := by
   have hr : Real.exp (-(k * L)) < 1 :=
-    Real.exp_lt_one (by have := mul_pos hk hL; linarith)
+    Real.exp_lt_one_iff.2 (by have := mul_pos hk hL; linarith)
   have hg := hasSum_geometric_of_lt_one (Real.exp_pos _).le hr
   have e : ∀ (w : ℝ) (n : ℕ), Real.exp (-(k * (w + n * L)))
@@ -28,19 +28,25 @@
   have hright : HasSum (fun n : ℕ => sheetPotential k (z + ((n : ℤ) : ℝ) * L))
       (2 * π / k * Real.exp (-(k * z)) * (1 - Real.exp (-(k * L)))⁻¹) := by
-    convert hg.mul_left (2 * π / k * Real.exp (-(k * z))) using 1
-    funext n
-    rw [Int.cast_natCast, sheetPotential, abs_of_nonneg (by positivity), e]
-    ring
-  -- sheets above it
+    have hf : (fun n : ℕ => sheetPotential k (z + ((n : ℤ) : ℝ) * L))
+        = fun n : ℕ => 2 * π / k * Real.exp (-(k * z)) * Real.exp (-(k * L)) ^ n := by
+      funext n
+      rw [Int.cast_natCast, sheetPotential, abs_of_nonneg (by positivity), e]
+      ring
+    rw [hf]
+    exact hg.mul_left _
+  -- sheets at or above it
   have hleft : HasSum (fun n : ℕ => sheetPotential k (z + ((-((n : ℤ) + 1) : ℤ) : ℝ) * L))
       (2 * π / k * Real.exp (-(k * (L - z))) * (1 - Real.exp (-(k * L)))⁻¹) := by
-    convert hg.mul_left (2 * π / k * Real.exp (-(k * (L - z)))) using 1
-    funext n
-    have ha : z + ((-((n : ℤ) + 1) : ℤ) : ℝ) * L = -((L - z) + n * L) := by
-      push_cast
+    have hf : (fun n : ℕ => sheetPotential k (z + ((-((n : ℤ) + 1) : ℤ) : ℝ) * L))
+        = fun n : ℕ => 2 * π / k * Real.exp (-(k * (L - z))) * Real.exp (-(k * L)) ^ n := by
+      funext n
+      have ha : z + ((-((n : ℤ) + 1) : ℤ) : ℝ) * L = -((L - z) + n * L) := by
+        push_cast
+        ring
+      rw [ha, sheetPotential, abs_neg,
+        abs_of_nonneg (add_nonneg (sub_nonneg.2 h1) (by positivity)), e]
       ring
-    rw [ha, sheetPotential, abs_neg,
-      abs_of_nonneg (add_nonneg (sub_nonneg.2 h1) (by positivity)), e]
-    ring
+    rw [hf]
+    exact hg.mul_left _
   convert HasSum.of_nat_of_neg_add_one
     (f := fun n : ℤ => sheetPotential k (z + n * L)) hright hleft using 1
@@ -69,5 +75,5 @@
       = 2 * π / k * (u * p) * (u * (2 * s))⁻¹ + 2 * π / k * (u * m) * (u * (2 * s))⁻¹ := by
     intro u p m s hu hs
-    field_simp <;> ring
+    field_simp
   rw [e1, e2, e3, Real.cosh_eq]
   exact alg _ _ _ _ (Real.exp_pos _).ne' (Real.sinh_pos_iff.2 (by positivity)).ne'
```
